# Strong-penalty limit of the lattice fixed-node Hamiltonian on a finite configuration set

## Hamiltonian, guide and penalty

Let $H$ be a real symmetric Hamiltonian matrix on a finite nonempty set of configurations, and $\psi$ a real guide wave function with $\psi(x)\neq0$ everywhere. A pair $x\neq y$ is sign-violating if $\psi(x)H(x,y)\psi(y)>0$. Let $W$ contain these entries of $H$ and zeros elsewhere. The fixed-node Hamiltonian deletes these hops and compensates on the diagonal:

$$H_{FN}=H-W+\mathrm{diag}\Big(\sum_y W(x,y)\,\psi(y)/\psi(x)\Big),\qquad D=H_{FN}-H.$$

In projector Monte Carlo with the projector $1-\tau H$ ($\tau>0$) and importance sampling by $\psi$, a sign-violating hop reverses the sign of a walker's weight. The family $H+tD$ runs from $H$ at $t=0$ to $H_{FN}$ at $t=1$. What happens to its lowest eigenvalue $\lambda(t)$ as $t\to\infty$?

Call $v$ locked to $\psi$ if $v/\psi$ is equal at the two ends of every sign-violating pair. Then $\lambda(t)\to E$, where $E$ is the least value of $v\cdot Hv/v\cdot v$ over nonzero locked $v$. If sign-violating pairs connect all configurations, $E$ is the variational energy of $\psi$. In such a finite, connected model, strengthening the penalty without bound therefore loses whatever fixed-node projection had gained over the guide.

## The penalty as a sum over links

Put $r=v/\psi$ and $s(x,y)=\psi(x)W(x,y)\psi(y)\ge0$, which is symmetric. Then

$$v\cdot Dv=\sum_{x,y}s(x,y)\big[r(x)^2-r(x)r(y)\big]=\tfrac12\sum_{x,y}s(x,y)\,[r(x)-r(y)]^2 .$$

So $D\ge0$, and $v\cdot Dv=0$ exactly for locked $v$.

## Squeezing the lowest eigenvalue

For symmetric $A$, let $u$ minimise $v\cdot Av$ over unit vectors, with minimum $\mu$. For every $w$ and real $\sigma$,

$$0\le (u+\sigma w)\cdot(A-\mu)(u+\sigma w)=\sigma^2\,w\cdot(A-\mu)w+2\sigma\,w\cdot(A-\mu)u .$$

The linear coefficient must vanish. Taking $w=(A-\mu)u$ gives $Au=\mu u$. Every eigenvalue is a Rayleigh quotient, so $\mu$ is the lowest.

The locked vectors form a closed subspace containing $\psi$, so some locked unit vector $u$ attains $E$. It pays no penalty, hence $\lambda(t)\le u\cdot Hu=E$ for every $t$.

Now take $a<E$. The unit vectors with $v\cdot Hv\le a$ form a compact set containing no locked vector. If it is nonempty, $v\cdot Dv$ has a minimum $\delta>0$ there, and $v\cdot Hv$ a minimum $m$. For $t\ge0$ with $t>(a-m)/\delta$, energies on this set are at least $m+t\delta>a$. All other unit vectors already have energy above $a$. Thus $a<\lambda(t)\le E$ for large $t$.

In the connected case, $v/\psi$ is constant along paths, so $v=c\psi$ with $c\ne0$ and $E=\psi\cdot H\psi/\psi\cdot\psi$.

## One and two configurations

With one configuration, $D=0$ and $\lambda(t)=E=H(x,x)$. For two, take

$$H=\begin{pmatrix}0&1\\1&0\end{pmatrix},\quad \psi=(1,1),\quad D=\begin{pmatrix}1&-1\\-1&1\end{pmatrix}.$$

The eigenvalues of $H+tD$ are $1$ and $2t-1$, so $\lambda(t)=1$, the variational energy, from $t=1$ on.

Replacing symmetry by real eigenvalues throughout the family is not enough. With $H=\begin{pmatrix}0&1\\0&0\end{pmatrix}$ and the same $\psi$, $H+tD=\begin{pmatrix}t&1-t\\0&0\end{pmatrix}$ has lowest eigenvalue $0$ for $t\ge0$, whereas locked vectors have Rayleigh quotient $1/2$.

## The statement in Lean

The type `n` is the configuration set, `H.IsSymm` the symmetry of $H$, and `hψ` the nonvanishing of the guide. Configurations of zero amplitude must be removed beforehand, which restricts the physical space. `signViolating` is $W$, `penalty` is $D$, and `rayleigh` divides by $v\cdot v$, so vectors need no normalisation. `lowestEigenvalue` is the infimum of the real eigenvalues.

In `tendsto_lowestEigenvalue`, `IsLeast` says that $E$ is attained by a nonzero locked vector, and `Tendsto` gives the limit, without a rate. In `tendsto_variational_energy`, `hconn` says that a chain of sign-violating hops joins any two configurations. That a Monte Carlo run actually projects onto the lowest eigenvector is a separate assumption.

```lean
import Mathlib

open Matrix Filter Topology

namespace LatticeFixedNodePenalty

noncomputable section

variable {n : Type*} [Fintype n] [DecidableEq n]

/-- The sign-violating part of `H`: the off-diagonal entries with `ψ(x) H(x,y) ψ(y) > 0`. -/
def signViolating (H : Matrix n n ℝ) (ψ : n → ℝ) : Matrix n n ℝ :=
  fun x y => if x ≠ y ∧ 0 < ψ x * H x y * ψ y then H x y else 0

/-- The lattice fixed-node Hamiltonian of a nowhere-zero guide `ψ`: sign-violating hops are
deleted and `H(x,y) ψ(y) / ψ(x)` is added to the diagonal at `x` for each of them. -/
def fixedNode (H : Matrix n n ℝ) (ψ : n → ℝ) : Matrix n n ℝ :=
  H - signViolating H ψ + diagonal (fun x => ∑ y, signViolating H ψ x y * ψ y / ψ x)

/-- The penalty operator `D = H_FN - H`, for a nowhere-zero guide `ψ`. -/
def penalty (H : Matrix n n ℝ) (ψ : n → ℝ) : Matrix n n ℝ := fixedNode H ψ - H

/-- The penalty of `v` on the link from `x` to `y`, for a nowhere-zero guide `ψ`. -/
def linkPenalty (H : Matrix n n ℝ) (ψ v : n → ℝ) (x y : n) : ℝ :=
  ψ x * signViolating H ψ x y * ψ y * (v x / ψ x - v y / ψ y) ^ 2

/-- `v` is locked to the nowhere-zero guide `ψ`: the ratio `v/ψ` is equal at the two ends of
every pair with `ψ(x) H(x,y) ψ(y) > 0`. -/
def Locked (H : Matrix n n ℝ) (ψ v : n → ℝ) : Prop :=
  ∀ x y, 0 < ψ x * H x y * ψ y → v x / ψ x = v y / ψ y

/-- The Rayleigh quotient of `A` at a nonzero vector `v`. -/
def rayleigh (A : Matrix n n ℝ) (v : n → ℝ) : ℝ := (v ⬝ᵥ (A *ᵥ v)) / (v ⬝ᵥ v)

/-- The lowest eigenvalue of a real symmetric matrix on a nonempty set. -/
def lowestEigenvalue (A : Matrix n n ℝ) : ℝ :=
  sInf {e | ∃ v : n → ℝ, v ≠ 0 ∧ A *ᵥ v = e • v}

omit [DecidableEq n] in
private lemma self_pos {v : n → ℝ} (hv : v ≠ 0) : 0 < v ⬝ᵥ v :=
  lt_of_le_of_ne (Finset.sum_nonneg fun i _ => mul_self_nonneg (v i))
    (fun h => hv (dotProduct_self_eq_zero.1 h.symm))

omit [DecidableEq n] in
private lemma continuous_form (A : Matrix n n ℝ) :
    Continuous fun v : n → ℝ => v ⬝ᵥ (A *ᵥ v) := by
  simp only [dotProduct, Matrix.mulVec]
  fun_prop

omit [DecidableEq n] in
private lemma isCompact_unit : IsCompact {v : n → ℝ | v ⬝ᵥ v = 1} := by
  apply (isCompact_closedBall (0 : n → ℝ) 1).of_isClosed_subset
  · refine isClosed_eq ?_ continuous_const
    simp only [dotProduct]
    fun_prop
  · intro v hv
    have h1 : v ⬝ᵥ v = 1 := hv
    rw [mem_closedBall_zero_iff, pi_norm_le_iff_of_nonneg zero_le_one]
    intro i
    have h2 : v i * v i ≤ v ⬝ᵥ v := Finset.single_le_sum (f := fun j => v j * v j)
      (fun j _ => mul_self_nonneg _) (Finset.mem_univ i)
    rw [Real.norm_eq_abs]
    exact abs_le.mpr ⟨by nlinarith, by nlinarith⟩

omit [DecidableEq n] in
private lemma exists_normalize (v : n → ℝ) (hv : v ≠ 0) :
    ∃ c : ℝ, (c • v) ⬝ᵥ (c • v) = 1 ∧
      ∀ A : Matrix n n ℝ, (c • v) ⬝ᵥ (A *ᵥ (c • v)) = rayleigh A v := by
  have hp := self_pos hv
  have hc : (√(v ⬝ᵥ v))⁻¹ * (√(v ⬝ᵥ v))⁻¹ = (v ⬝ᵥ v)⁻¹ := by
    rw [← mul_inv, Real.mul_self_sqrt hp.le]
  refine ⟨(√(v ⬝ᵥ v))⁻¹, ?_, fun A => ?_⟩
  · rw [smul_dotProduct, dotProduct_smul, smul_eq_mul, smul_eq_mul, ← mul_assoc, hc,
      inv_mul_cancel₀ hp.ne']
  · rw [Matrix.mulVec_smul, smul_dotProduct, dotProduct_smul, smul_eq_mul, smul_eq_mul,
      ← mul_assoc, hc, rayleigh, div_eq_inv_mul]

omit [DecidableEq n] in
/-- On a closed set of vectors that is stable under scaling and contains a nonzero vector, the
Rayleigh quotient attains its minimum at a unit vector. -/
theorem exists_min_rayleigh (A : Matrix n n ℝ) (K : Set (n → ℝ)) (hK : IsClosed K)
    (hs : ∀ (c : ℝ), ∀ v ∈ K, c • v ∈ K) (w : n → ℝ) (hw : w ∈ K) (hw0 : w ≠ 0) :
    ∃ u ∈ K, u ⬝ᵥ u = 1 ∧ ∀ v ∈ K, v ≠ 0 → u ⬝ᵥ (A *ᵥ u) ≤ rayleigh A v := by
  obtain ⟨c, hc, -⟩ := exists_normalize w hw0
  obtain ⟨u, hu, hmin⟩ := (isCompact_unit.inter_right hK).exists_isMinOn
    ⟨c • w, hc, hs c w hw⟩ (continuous_form A).continuousOn
  refine ⟨u, hu.2, hu.1, fun v hv hv0 => ?_⟩
  obtain ⟨d, hd, hdA⟩ := exists_normalize v hv0
  rw [← hdA A]
  exact isMinOn_iff.1 hmin (d • v) ⟨hd, hs d v hv⟩

omit [DecidableEq n] in
/-- For a real symmetric matrix on a nonempty set, the lowest eigenvalue is attained and is
the least Rayleigh quotient. -/
theorem lowestEigenvalue_spec [Nonempty n] {A : Matrix n n ℝ} (hA : A.IsSymm) :
    IsLeast {e | ∃ v : n → ℝ, v ≠ 0 ∧ A *ᵥ v = e • v} (lowestEigenvalue A) ∧
    IsLeast {r | ∃ v : n → ℝ, v ≠ 0 ∧ rayleigh A v = r} (lowestEigenvalue A) := by
  obtain ⟨u, -, hu1, hmin⟩ := exists_min_rayleigh A Set.univ isClosed_univ
    (fun _ _ _ => Set.mem_univ _) (fun _ => 1) (Set.mem_univ _)
    (fun h => one_ne_zero (congrFun h (Classical.arbitrary n)))
  have hu0 : u ≠ 0 := by
    rintro rfl
    simp at hu1
  obtain ⟨μ, hμ⟩ : ∃ μ, u ⬝ᵥ (A *ᵥ u) = μ := ⟨_, rfl⟩
  rw [hμ] at hmin
  have hform : ∀ w : n → ℝ, μ * (w ⬝ᵥ w) ≤ w ⬝ᵥ (A *ᵥ w) := by
    intro w
    by_cases hw : w = 0
    · simp [hw]
    · exact (le_div_iff₀ (self_pos hw)).1 (hmin w (Set.mem_univ _) hw)
  -- the first variation at the minimiser vanishes in every direction
  have hvar : ∀ w : n → ℝ, w ⬝ᵥ (A *ᵥ u) - μ * (w ⬝ᵥ u) = 0 := by
    intro w
    have hsym : u ⬝ᵥ (A *ᵥ w) = w ⬝ᵥ (A *ᵥ u) := by
      rw [Matrix.dotProduct_mulVec, ← Matrix.mulVec_transpose, hA.eq, dotProduct_comm]
    have hq : ∀ s : ℝ, 0 ≤ (w ⬝ᵥ (A *ᵥ w) - μ * (w ⬝ᵥ w)) * (s * s)
        + (2 * (w ⬝ᵥ (A *ᵥ u) - μ * (w ⬝ᵥ u))) * s + 0 := by
      intro s
      have h := hform (u + s • w)
      simp only [Matrix.mulVec_add, Matrix.mulVec_smul, add_dotProduct, dotProduct_add,
        smul_dotProduct, dotProduct_smul, smul_eq_mul] at h
      rw [hsym, hμ, hu1, dotProduct_comm u w] at h
      linarith
    have hd := discrim_le_zero hq
    unfold discrim at hd
    nlinarith [sq_nonneg (w ⬝ᵥ (A *ᵥ u) - μ * (w ⬝ᵥ u))]
  have heig : A *ᵥ u = μ • u := by
    apply sub_eq_zero.1
    apply dotProduct_self_eq_zero.1
    have h := hvar (A *ᵥ u - μ • u)
    rw [dotProduct_sub, dotProduct_smul, smul_eq_mul]
    exact h
  have hleast : IsLeast {e | ∃ v : n → ℝ, v ≠ 0 ∧ A *ᵥ v = e • v} μ := by
    refine ⟨⟨u, hu0, heig⟩, ?_⟩
    rintro e ⟨v, hv, he⟩
    have h := hform v
    rw [he, dotProduct_smul, smul_eq_mul] at h
    exact le_of_mul_le_mul_right h (self_pos hv)
  have hlow : lowestEigenvalue A = μ := hleast.csInf_eq
  rw [hlow]
  refine ⟨hleast, ⟨u, hu0, by rw [rayleigh, hμ, hu1, div_one]⟩, ?_⟩
  rintro r ⟨v, hv, rfl⟩
  exact hmin v (Set.mem_univ _) hv

omit [Fintype n] in
private lemma signViolating_symm {H : Matrix n n ℝ} (hH : H.IsSymm) (ψ : n → ℝ) :
    (signViolating H ψ).IsSymm := by
  refine Matrix.IsSymm.ext fun x y => ?_
  have hs : ψ y * H y x * ψ x = ψ x * H x y * ψ y := by
    rw [hH.apply x y]; ring
  by_cases hc : x ≠ y ∧ 0 < ψ x * H x y * ψ y
  · have e1 : signViolating H ψ x y = H x y := if_pos hc
    have e2 : signViolating H ψ y x = H y x := if_pos ⟨hc.1.symm, by rw [hs]; exact hc.2⟩
    rw [e1, e2]
    exact hH.apply _ _
  · have e1 : signViolating H ψ x y = 0 := if_neg hc
    have e2 : signViolating H ψ y x = 0 :=
      if_neg fun h => hc ⟨h.1.symm, by rw [← hs]; exact h.2⟩
    rw [e1, e2]

private lemma penalty_eq (H : Matrix n n ℝ) (ψ : n → ℝ) : penalty H ψ =
    diagonal (fun x => ∑ y, signViolating H ψ x y * ψ y / ψ x) - signViolating H ψ := by
  unfold penalty fixedNode
  abel

omit [Fintype n] in
private lemma linkPenalty_nonneg (H : Matrix n n ℝ) (ψ v : n → ℝ) (x y : n) :
    0 ≤ linkPenalty H ψ v x y := by
  refine mul_nonneg ?_ (sq_nonneg _)
  simp only [signViolating]
  split_ifs with h
  · exact h.2.le
  · simp

/-- For real symmetric `H` and nowhere-zero `ψ`, the quadratic form `v · D v` is half the sum of the
link penalties over all ordered pairs. -/
theorem penalty_form {H : Matrix n n ℝ} (hH : H.IsSymm) {ψ : n → ℝ} (hψ : ∀ x, ψ x ≠ 0)
    (v : n → ℝ) :
    v ⬝ᵥ (penalty H ψ *ᵥ v) = 1 / 2 * ∑ x, ∑ y, linkPenalty H ψ v x y := by
  obtain ⟨a, ha⟩ : ∃ a : n → n → ℝ, ∀ x y,
      a x y = signViolating H ψ x y * ψ y / ψ x * v x ^ 2 := ⟨_, fun _ _ => rfl⟩
  obtain ⟨b, hb⟩ : ∃ b : n → n → ℝ, ∀ x y,
      b x y = v x * signViolating H ψ x y * v y := ⟨_, fun _ _ => rfl⟩
  have hL : v ⬝ᵥ (penalty H ψ *ᵥ v) = ∑ x, ∑ y, a x y - ∑ x, ∑ y, b x y := by
    rw [penalty_eq, Matrix.sub_mulVec, dotProduct_sub]
    congr 1
    · simp only [dotProduct, Matrix.mulVec_diagonal, Finset.sum_mul, Finset.mul_sum, ha]
      exact Finset.sum_congr rfl fun x _ => Finset.sum_congr rfl fun y _ => by ring
    · simp only [dotProduct, Matrix.mulVec, Finset.mul_sum, hb]
      exact Finset.sum_congr rfl fun x _ => Finset.sum_congr rfl fun y _ => by ring
  -- expand the square on each link
  have hlink : ∀ x y, linkPenalty H ψ v x y = a x y - 2 * b x y + a y x := by
    intro x y
    have hx := hψ x
    have hy := hψ y
    rw [ha, ha, hb, (signViolating_symm hH ψ).apply x y, linkPenalty]
    field_simp
    ring
  have hcomm : ∑ x, ∑ y, a y x = ∑ x, ∑ y, a x y := Finset.sum_comm
  simp only [hlink, Finset.sum_add_distrib, Finset.sum_sub_distrib, ← Finset.mul_sum]
  rw [hL, hcomm]
  ring

/-- For real symmetric `H` and nowhere-zero `ψ`, the quadratic form `v · D v` vanishes exactly when
`v` is locked to `ψ`. -/
theorem penalty_eq_zero_iff {H : Matrix n n ℝ} (hH : H.IsSymm) {ψ : n → ℝ}
    (hψ : ∀ x, ψ x ≠ 0) (v : n → ℝ) :
    v ⬝ᵥ (penalty H ψ *ᵥ v) = 0 ↔ Locked H ψ v := by
  rw [penalty_form hH hψ]
  constructor
  · intro h x y hxy
    by_cases e : x = y
    · rw [e]
    have h1 := (mul_eq_zero.1 h).resolve_left (by norm_num)
    have n1 : ∀ x ∈ Finset.univ, 0 ≤ ∑ y, linkPenalty H ψ v x y :=
      fun x _ => Finset.sum_nonneg fun y _ => linkPenalty_nonneg H ψ v x y
    have n2 : ∀ y ∈ Finset.univ, 0 ≤ linkPenalty H ψ v x y :=
      fun y _ => linkPenalty_nonneg H ψ v x y
    have h2 := (Finset.sum_eq_zero_iff_of_nonneg n1).1 h1 x (Finset.mem_univ x)
    have h3 := (Finset.sum_eq_zero_iff_of_nonneg n2).1 h2 y (Finset.mem_univ y)
    have hW : signViolating H ψ x y = H x y := if_pos ⟨e, hxy⟩
    rw [linkPenalty, hW] at h3
    have h4 := (mul_eq_zero.1 h3).resolve_left hxy.ne'
    exact sub_eq_zero.1 ((pow_eq_zero_iff two_ne_zero).1 h4)
  · intro h
    have h0 : ∀ x y, linkPenalty H ψ v x y = 0 := by
      intro x y
      by_cases c : x ≠ y ∧ 0 < ψ x * H x y * ψ y
      · simp [linkPenalty, h x y c.2]
      · have hW : signViolating H ψ x y = 0 := if_neg c
        simp [linkPenalty, hW]
    simp [h0]

/-- Strong-penalty limit: for real symmetric `H` and nowhere-zero `ψ` on a finite nonempty set,
the lowest eigenvalue of `H + t D` converges as `t → ∞` to the least Rayleigh quotient of `H`
over the nonzero vectors locked to `ψ`, and this minimum is attained. -/
theorem tendsto_lowestEigenvalue [Nonempty n] {H : Matrix n n ℝ} (hH : H.IsSymm)
    {ψ : n → ℝ} (hψ : ∀ x, ψ x ≠ 0) :
    ∃ E, IsLeast {r | ∃ v : n → ℝ, v ≠ 0 ∧ Locked H ψ v ∧ rayleigh H v = r} E ∧
      Tendsto (fun t : ℝ => lowestEigenvalue (H + t • penalty H ψ)) atTop (𝓝 E) := by
  have hiff := penalty_eq_zero_iff hH hψ
  have hD0 : ∀ v : n → ℝ, 0 ≤ v ⬝ᵥ (penalty H ψ *ᵥ v) := by
    intro v
    rw [penalty_form hH hψ]
    exact mul_nonneg (by norm_num)
      (Finset.sum_nonneg fun x _ => Finset.sum_nonneg fun y _ => linkPenalty_nonneg H ψ v x y)
  have hsymm : ∀ t : ℝ, (H + t • penalty H ψ).IsSymm := by
    intro t
    rw [penalty_eq]
    exact hH.add (((Matrix.isSymm_diagonal _).sub (signViolating_symm hH ψ)).smul t)
  have hadd : ∀ (t : ℝ) (w : n → ℝ), w ⬝ᵥ ((H + t • penalty H ψ) *ᵥ w)
      = w ⬝ᵥ (H *ᵥ w) + t * (w ⬝ᵥ (penalty H ψ *ᵥ w)) := by
    intro t w
    rw [Matrix.add_mulVec, Matrix.smul_mulVec, dotProduct_add, dotProduct_smul, smul_eq_mul]
  -- the best locked vector
  obtain ⟨u, huK, hu1, hmin⟩ := exists_min_rayleigh H
    {v : n → ℝ | v ⬝ᵥ (penalty H ψ *ᵥ v) = 0}
    (isClosed_eq (continuous_form _) continuous_const)
    (by
      intro c v hv
      have hv' : v ⬝ᵥ (penalty H ψ *ᵥ v) = 0 := hv
      show (c • v) ⬝ᵥ (penalty H ψ *ᵥ (c • v)) = 0
      rw [Matrix.mulVec_smul, smul_dotProduct, dotProduct_smul, hv', smul_zero, smul_zero])
    ψ ((hiff ψ).2 fun x y _ => by rw [div_self (hψ x), div_self (hψ y)])
    (fun h => hψ (Classical.arbitrary n) (congrFun h _))
  have huD : u ⬝ᵥ (penalty H ψ *ᵥ u) = 0 := huK
  have hu0 : u ≠ 0 := by
    rintro rfl
    simp at hu1
  refine ⟨u ⬝ᵥ (H *ᵥ u),
    ⟨⟨u, hu0, (hiff u).1 huD, by rw [rayleigh, hu1, div_one]⟩, ?_⟩, ?_⟩
  · rintro r ⟨v, hv, hl, rfl⟩
    exact hmin v ((hiff v).2 hl) hv
  refine tendsto_order.2 ⟨fun a ha => ?_, fun a ha => ?_⟩
  · -- unit vectors of energy at most `a` pay a penalty bounded away from zero
    have hC : IsCompact ({v : n → ℝ | v ⬝ᵥ v = 1} ∩ {v | v ⬝ᵥ (H *ᵥ v) ≤ a}) :=
      isCompact_unit.inter_right (isClosed_le (continuous_form H) continuous_const)
    have hpos : ∀ v : n → ℝ, v ⬝ᵥ v = 1 → v ⬝ᵥ (H *ᵥ v) ≤ a →
        0 < v ⬝ᵥ (penalty H ψ *ᵥ v) := by
      intro v h1 h2
      refine lt_of_le_of_ne (hD0 v) fun h => ?_
      have hv0 : v ≠ 0 := by
        rintro rfl
        simp at h1
      have h3 := hmin v h.symm hv0
      rw [rayleigh, h1, div_one] at h3
      linarith
    have hbound : ∃ m δ : ℝ, 0 < δ ∧ ∀ v : n → ℝ, v ⬝ᵥ v = 1 → v ⬝ᵥ (H *ᵥ v) ≤ a →
        m ≤ v ⬝ᵥ (H *ᵥ v) ∧ δ ≤ v ⬝ᵥ (penalty H ψ *ᵥ v) := by
      rcases Set.eq_empty_or_nonempty
        ({v : n → ℝ | v ⬝ᵥ v = 1} ∩ {v | v ⬝ᵥ (H *ᵥ v) ≤ a}) with h | h
      · exact ⟨0, 1, one_pos, fun v h1 h2 =>
          (Set.eq_empty_iff_forall_notMem.1 h v ⟨h1, h2⟩).elim⟩
      · obtain ⟨p, -, hpm⟩ := hC.exists_isMinOn h (continuous_form H).continuousOn
        obtain ⟨q, hq, hqm⟩ :=
          hC.exists_isMinOn h (continuous_form (penalty H ψ)).continuousOn
        exact ⟨p ⬝ᵥ (H *ᵥ p), q ⬝ᵥ (penalty H ψ *ᵥ q), hpos q hq.1 hq.2, fun v h1 h2 =>
          ⟨isMinOn_iff.1 hpm v ⟨h1, h2⟩, isMinOn_iff.1 hqm v ⟨h1, h2⟩⟩⟩
    obtain ⟨m, δ, hδ, hb⟩ := hbound
    filter_upwards [eventually_ge_atTop (0 : ℝ), eventually_gt_atTop ((a - m) / δ)]
      with t h0 ht
    obtain ⟨v, hv, hr⟩ := (lowestEigenvalue_spec (hsymm t)).2.1
    obtain ⟨c, hc1, hcA⟩ := exists_normalize v hv
    rw [← hr, ← hcA, hadd]
    by_cases h : (c • v) ⬝ᵥ (H *ᵥ (c • v)) ≤ a
    · obtain ⟨h1, h2⟩ := hb _ hc1 h
      rw [div_lt_iff₀ hδ] at ht
      have h3 := mul_le_mul_of_nonneg_left h2 h0
      linarith
    · have h3 := mul_nonneg h0 (hD0 (c • v))
      linarith [not_le.1 h]
  · -- the best locked vector is a trial state without penalty
    refine Eventually.of_forall fun t => lt_of_le_of_lt ?_ ha
    refine (lowestEigenvalue_spec (hsymm t)).2.2 ⟨u, hu0, ?_⟩
    rw [rayleigh, hadd, huD, hu1, mul_zero, add_zero, div_one]

/-- For real symmetric `H` and nowhere-zero `ψ` on a finite nonempty set, if the pairs with
`ψ(x) H(x,y) ψ(y) > 0` connect all configurations, the lowest eigenvalue of `H + t D` converges
as `t → ∞` to the variational energy of `ψ`. -/
theorem tendsto_variational_energy [Nonempty n] {H : Matrix n n ℝ} (hH : H.IsSymm)
    {ψ : n → ℝ} (hψ : ∀ x, ψ x ≠ 0)
    (hconn : ∀ x y, Relation.ReflTransGen (fun a b => 0 < ψ a * H a b * ψ b) x y) :
    Tendsto (fun t : ℝ => lowestEigenvalue (H + t • penalty H ψ)) atTop
      (𝓝 (rayleigh H ψ)) := by
  obtain ⟨E, ⟨⟨v, hv, hl, hE⟩, -⟩, hT⟩ := tendsto_lowestEigenvalue hH hψ
  obtain ⟨x₀⟩ := ‹Nonempty n›
  -- the ratio `v/ψ` is carried along the links, so `v` is a multiple of `ψ`
  have hratio : ∀ x, v x₀ / ψ x₀ = v x / ψ x := by
    intro x
    induction hconn x₀ x with
    | refl => rfl
    | tail _ hbc ih => exact ih.trans (hl _ _ hbc)
  obtain ⟨c, hc⟩ : ∃ c, v x₀ / ψ x₀ = c := ⟨_, rfl⟩
  have hvc : v = c • ψ := by
    funext x
    rw [Pi.smul_apply, smul_eq_mul, ← hc, hratio x, div_mul_cancel₀ _ (hψ x)]
  have hc0 : c ≠ 0 := by
    intro h
    exact hv (by rw [hvc, h, zero_smul])
  have hray : rayleigh H v = rayleigh H ψ := by
    rw [hvc]
    simp only [rayleigh, Matrix.mulVec_smul, smul_dotProduct, dotProduct_smul, smul_eq_mul]
    rw [mul_div_mul_left _ _ hc0, mul_div_mul_left _ _ hc0]
  rw [← hray, hE]
  exact hT

end

end LatticeFixedNodePenalty
```

```lean
#print axioms LatticeFixedNodePenalty.tendsto_lowestEigenvalue
#print axioms LatticeFixedNodePenalty.tendsto_variational_energy
```

```
'LatticeFixedNodePenalty.tendsto_lowestEigenvalue' depends on axioms: [propext, Classical.choice, Quot.sound]
'LatticeFixedNodePenalty.tendsto_variational_energy' depends on axioms: [propext, Classical.choice, Quot.sound]
```

## From the link sum to the limit

`penalty_form` proves the link identity: `hlink` expands each square, and `Finset.sum_comm` exchanges the two ends. `penalty_eq_zero_iff` then uses that a vanishing sum of nonnegative terms has only zero terms.

`exists_min_rayleigh` supplies both minimisers, by compactness of the unit sphere. It is applied to the whole space in `lowestEigenvalue_spec` and to the zero set of the penalty form in the main theorem. The vanishing linear coefficient comes from `discrim_le_zero`: with zero constant term, the discriminant is a square that is at most zero.

In the main theorem, `tendsto_order` splits convergence into the two bounds. `hbound` provides $m$ and $\delta$, including the case of an empty low-energy set, and `filter_upwards` selects large $t$. The upper bound inserts the locked minimiser as a trial vector. The corollary carries the ratio $v/\psi$ along a chain by induction.
